# Regularised finite-basis OEP equations: the limit $\lambda \downarrow 0$ fixes the null-space component

Let $A$ and $B$ be real symmetric matrices over a finite index set $n$, with $A$ positive semidefinite and $B$ positive definite. Let $b = Au$ for some vector $u$, and let $c$ be any vector. Then exactly one vector $v_0$ satisfies
$$A v_0 = b, \qquad k\cdot(Bv_0 - c) = 0 \ \text{ for every } k \text{ with } Ak = 0 ,$$
for each $\lambda > 0$ the equation $(A+\lambda B)v = b + \lambda c$ has exactly one solution $v_\lambda$, and $v_\lambda \to v_0$ as $\lambda \downarrow 0$. A vector with the two displayed properties is called selected.

In finite-basis implementations of the optimised effective potential (OEP) method the local potential is expanded in functions $g_i$ with coefficients $v_i$. For real occupied orbitals $\phi_m$ and virtual orbitals $\phi_a$ with energies $\varepsilon_m < \varepsilon_a$, minus the static non-interacting response matrix is a positive multiple of $\sum_{m,a} \langle\phi_m|g_i|\phi_a\rangle\langle\phi_a|g_j|\phi_m\rangle/(\varepsilon_a-\varepsilon_m)$. This sum is $A_{ij}$, and $A$ annihilates the coefficients of every combination of the $g_i$ that couples no occupied orbital to a virtual one. For exact exchange, with the exchange potential expanded in the $g_i$, $b_i$ is the same sum with $g_j$ replaced by the nonlocal exchange operator built from the occupied orbitals. The result identifies the potential that a quadratic smoothing term picks out as its weight $\lambda$ tends to zero, for one linear OEP equation in a finite basis with the orbitals held fixed.

## Derivation

*Step 1.* Every vector $r$ has the form $Bk + Aw$ with $Ak=0$. Such vectors form a subspace $S$, and if $S$ were proper some $x \neq 0$ would be orthogonal to it. Since $A(Ax)\in S$, symmetry gives $0 = x\cdot A(Ax) = Ax\cdot Ax$, so $Ax=0$. Then $Bx \in S$, so $x\cdot Bx = 0$ and $x=0$, a contradiction.

*Step 2.* Write $c - Bu = Bk + Aw'$ with $Ak=0$, and set $v_0 = u+k$, $w = -w'$. Then $Av_0 = b$ and $Bv_0 - c = Aw$, and $Ak'=0$ implies $k'\cdot Aw = w\cdot Ak' = 0$. If $v$ and $v'$ are both selected, $d = v-v'$ has $Ad=0$, and subtracting $d\cdot(Bv'-c)=0$ from $d\cdot(Bv-c)=0$ leaves $d\cdot Bd=0$, so $d=0$.

*Step 3.* Let $P(v) = \tfrac12 v\cdot Bv - v\cdot c$. Any other solution of $Av=b$ is $v_0+d$ with $Ad=0$ and $d\neq0$, and
$$P(v_0+d) - P(v_0) = d\cdot(Bv_0-c) + \tfrac12 d\cdot Bd = \tfrac12 d\cdot Bd > 0 .$$

*Step 4.* For $\lambda>0$ and $x\ne0$, $x\cdot(A+\lambda B)x \ge \lambda\, x\cdot Bx>0$. Hence $A+\lambda B$ is invertible and $v_\lambda = (A+\lambda B)^{-1}(b+\lambda c)$.

*Step 5.* The error $e = v_\lambda - v_0$ obeys $Ae + \lambda Be = b+\lambda c - b - \lambda Bv_0 = -\lambda Aw$. Its products with $e$ and with $\lambda w$ give
$$e\cdot Ae + \lambda\, e\cdot Aw = -\lambda\, e\cdot Be, \qquad \lambda\, e\cdot Aw + \lambda^2\, w\cdot Aw = -\lambda^2\, e\cdot Bw .$$
The left sides add up to $(e+\lambda w)\cdot A(e+\lambda w)\ge0$, so division by $\lambda$ gives $\lambda\, e\cdot Bw \le -e\cdot Be$. Inserting this in
$$0 \le (e+\lambda w)\cdot B(e+\lambda w) = e\cdot Be + 2\lambda\, e\cdot Bw + \lambda^2\, w\cdot Bw$$
yields $e\cdot Be \le \lambda^2\, w\cdot Bw$.

*Step 6.* Fix an index $i$ and let $x$ be the vector for which $Bx$ is the $i$-th unit vector, so that $e\cdot Bx = e_i$. For real $t$, positivity of $B$ on $e+tx$ reads $0\le e\cdot Be + 2te_i + t^2\, x\cdot Bx$. The choices $t=\pm\lambda$ together with Step 5 give
$$|e_i| \le \lambda\,\frac{x\cdot Bx + w\cdot Bw}{2},$$
which tends to zero.

*Converse.* If solutions $v_\lambda$ of the regularised equations converge to some $v_0$, then $Av_\lambda+\lambda Bv_\lambda \to Av_0$ while $b+\lambda c\to b$. So $Av_0=b$, and $b$ lies in the range of $A$.

*A small case.* Take $A=\mathrm{diag}(1,0)$, $B = \begin{pmatrix}2&1\\1&1\end{pmatrix}$, $b=(1,0)$, $c=0$. The solutions of $Av=b$ are $(1,s)$ with $s$ real, the null space is spanned by $(0,1)$, and $B(1,s) = (2+s,\,1+s)$ is orthogonal to it only for $s=-1$. For $v_\lambda=(p,q)$ the regularised equations are $(1+2\lambda)p+\lambda q=1$ and $\lambda(p+q)=0$, so $v_\lambda = (1,-1)/(1+\lambda)$.

## Formal development

Coefficient vectors are functions `n → ℝ` on a finite index type, `*ᵥ` is the matrix–vector product and `⬝ᵥ` the Euclidean dot product of coefficients. The matrices and vectors are abstract. Orbitals and basis functions do not enter, and the positivity of $A$ and $B$ and the range condition on $b$ are assumed, not derived from the orbital sum.

```lean
import Mathlib

open Matrix Filter Topology

namespace FiniteBasisOEP

noncomputable section

variable {n : Type*} [Fintype n] {A B : Matrix n n ℝ} {b c : n → ℝ}
```

`IsSelected A B b c v` is the pair of conditions displayed at the start.

```lean
/-- `v` solves `A v = b`, and `B v - c` is orthogonal to the null space of `A`. -/
def IsSelected (A B : Matrix n n ℝ) (b c v : n → ℝ) : Prop :=
  A *ᵥ v = b ∧ ∀ k, A *ᵥ k = 0 → k ⬝ᵥ (B *ᵥ v - c) = 0
```

`regSol A B b c lam` is $v_\lambda$, with `lam` for $\lambda$. Mathlib's inverse of a singular matrix is the zero matrix, so for singular $A$ the value at `lam = 0` is $0$ and need not equal $v_0$; the theorems use only positive `lam`.

```lean
/-- The vector `(A + lam B)⁻¹ (b + lam c)`. -/
def regSol [DecidableEq n] (A B : Matrix n n ℝ) (b c : n → ℝ) (lam : ℝ) : n → ℝ :=
  (A + lam • B)⁻¹ *ᵥ (b + lam • c)
```

`penalty B c v` is $P(v)$. With $c = Bv_{\rm ref}$ for a reference potential $v_{\rm ref}$, it equals $\tfrac12 (v-v_{\rm ref})\cdot B(v-v_{\rm ref})$ up to a constant.

```lean
/-- The smoothing functional `v·Bv / 2 - v·c`. -/
def penalty (B : Matrix n n ℝ) (c v : n → ℝ) : ℝ := 1 / 2 * (v ⬝ᵥ B *ᵥ v) - v ⬝ᵥ c
```

Over the reals `IsHermitian` means symmetric. It is the first component of both `PosSemidef` and `PosDef`, which is what `hA.1` and `hB.1` extract later. `form_symm` is $x\cdot Ay = y\cdot Ax$.

```lean
/-- A real symmetric matrix gives a symmetric bilinear form. -/
theorem form_symm (hA : A.IsHermitian) (x y : n → ℝ) : x ⬝ᵥ A *ᵥ y = y ⬝ᵥ A *ᵥ x := by
  have hT : Aᵀ = A := by
    rw [← conjTranspose_eq_transpose_of_trivial]
    exact hA
  rw [dotProduct_mulVec, ← mulVec_transpose, hT, dotProduct_comm]
```

`decomp` is Step 1, and it asks only symmetry of $A$. The subspace $S$ is the join of the image of `LinearMap.ker A.mulVecLin` under $B$ with the range of $A$. `Submodule.exists_le_ker_of_lt_top` supplies a nonzero functional `f` that vanishes on a proper subspace, and `LinearMap.pi_apply_eq_sum_univ` writes it as $y\mapsto y\cdot x$. The statements `h1` and `h2` evaluate `f` on $A(Ax)$ and on $Bx$.

```lean
/-- For symmetric `A` and positive definite `B`, every vector is `B k + A w` with `A k = 0`. -/
theorem decomp (hA : A.IsHermitian) (hB : B.PosDef) (r : n → ℝ) :
    ∃ k w, A *ᵥ k = 0 ∧ r = B *ᵥ k + A *ᵥ w := by
  classical
  have hS : (LinearMap.ker A.mulVecLin).map B.mulVecLin ⊔ LinearMap.range A.mulVecLin = ⊤ := by
    by_contra h
    obtain ⟨f, hf, hle⟩ := Submodule.exists_le_ker_of_lt_top _ (lt_top_iff_ne_top.2 h)
    obtain ⟨x, hx⟩ : ∃ x : n → ℝ, ∀ y, f y = y ⬝ᵥ x :=
      ⟨fun i => f (fun j => if i = j then 1 else 0), fun y => by
        rw [LinearMap.pi_apply_eq_sum_univ f y]
        rfl⟩
    -- x is orthogonal to the range of A, hence lies in ker A
    have h1 : f (A *ᵥ (A *ᵥ x)) = 0 :=
      LinearMap.mem_ker.1 (hle (Submodule.mem_sup_right (LinearMap.mem_range.2 ⟨A *ᵥ x, rfl⟩)))
    rw [hx, dotProduct_comm, form_symm hA] at h1
    have hAx : A *ᵥ x = 0 := dotProduct_self_eq_zero.1 h1
    -- x is orthogonal to B x, hence vanishes
    have h2 : f (B *ᵥ x) = 0 :=
      LinearMap.mem_ker.1 (hle (Submodule.mem_sup_left
        (Submodule.mem_map.2 ⟨x, LinearMap.mem_ker.2 hAx, rfl⟩)))
    rw [hx, dotProduct_comm] at h2
    have hx0 : x = 0 := by
      by_contra hne
      have hp := hB.dotProduct_mulVec_pos hne
      rw [star_trivial] at hp
      linarith
    exact hf (LinearMap.ext fun y => by simp [hx, hx0])
  have hr : r ∈ (LinearMap.ker A.mulVecLin).map B.mulVecLin ⊔ LinearMap.range A.mulVecLin := by
    rw [hS]; exact Submodule.mem_top
  obtain ⟨y, hy, z, hz, hyz⟩ := Submodule.mem_sup.1 hr
  obtain ⟨k, hk, rfl⟩ := Submodule.mem_map.1 hy
  obtain ⟨w, rfl⟩ := LinearMap.mem_range.1 hz
  exact ⟨k, w, LinearMap.mem_ker.1 hk, hyz.symm⟩
```

The two halves of Step 2 are separate lemmas. Uniqueness uses no property of $A$: `hd` puts the difference in the null space, and `linarith` sets the subtracted orthogonality conditions against $d\cdot Bd>0$.

```lean
/-- For positive definite `B` two selected solutions coincide. -/
theorem selected_unique (hB : B.PosDef) {v v' : n → ℝ} (hv : IsSelected A B b c v)
    (hv' : IsSelected A B b c v') : v = v' := by
  have hd : A *ᵥ (v - v') = 0 := by rw [mulVec_sub, hv.1, hv'.1, sub_self]
  have h1 := hv.2 (v - v') hd
  have h2 := hv'.2 (v - v') hd
  rw [dotProduct_sub] at h1 h2
  by_contra hne
  have hp := hB.dotProduct_mulVec_pos (sub_ne_zero.2 hne)
  rw [star_trivial, mulVec_sub, dotProduct_sub] at hp
  linarith
```

Existence also returns a vector with $Bv_0-c=Aw$ for use in Step 5. The `w` that `decomp` delivers is the $w'$ of the derivation, hence the witness `-w`.

```lean
/-- For symmetric `A`, positive definite `B` and `b` in the range of `A`, a selected solution
`v0` exists with `B v0 - c` in the
range of `A`. -/
theorem selected_exists (hA : A.IsHermitian) (hB : B.PosDef) (hb : ∃ u, A *ᵥ u = b)
    (c : n → ℝ) : ∃ v0 w, IsSelected A B b c v0 ∧ B *ᵥ v0 - c = A *ᵥ w := by
  obtain ⟨u, hu⟩ := hb
  obtain ⟨k, w, hk, h⟩ := decomp hA hB (c - B *ᵥ u)
  have h' : B *ᵥ (u + k) - c = A *ᵥ (-w) := by
    rw [mulVec_add, mulVec_neg]
    linear_combination -h
  refine ⟨u + k, -w, ⟨by rw [mulVec_add, hu, hk, add_zero], fun k' hk' => ?_⟩, h'⟩
  rw [h', form_symm hA, hk', dotProduct_zero]
```

Step 3 substitutes `u = v0 + d` and expands `penalty`. The inequality is then linear in the dot products, given `hp`, `h1` and the symmetry `h2`.

```lean
/-- For positive definite `B`, a selected solution has a strictly smaller `penalty` than every other
solution of `A u = b`. -/
theorem selected_minimizes (hB : B.PosDef) {v0 u : n → ℝ} (hv : IsSelected A B b c v0)
    (hu : A *ᵥ u = b) (hne : u ≠ v0) : penalty B c v0 < penalty B c u := by
  obtain ⟨d, rfl⟩ : ∃ d, u = v0 + d := ⟨u - v0, by abel⟩
  have hd : A *ᵥ d = 0 := by
    rw [mulVec_add, hv.1] at hu
    simpa using hu
  have hd0 : d ≠ 0 := by
    rintro rfl
    simp at hne
  have hp := hB.dotProduct_mulVec_pos hd0
  rw [star_trivial] at hp
  have h1 := hv.2 d hd
  rw [dotProduct_sub] at h1
  have h2 := form_symm hB.1 v0 d
  simp only [penalty, mulVec_add, add_dotProduct, dotProduct_add]
  linarith
```

In Step 4, `hu` shows the determinant to be nonzero: otherwise `exists_mulVec_eq_zero_iff` gives a nonzero null vector, against the positivity estimate. The equivalence says that `regSol` solves the equation and that nothing else does.

```lean
/-- For `A` positive semidefinite, `B` positive definite and `lam > 0`, `v` solves
`(A + lam B) v = b + lam c` exactly when it equals `regSol A B b c lam`. -/
theorem regularised_iff [DecidableEq n] (hA : A.PosSemidef) (hB : B.PosDef)
    {lam : ℝ} (hl : 0 < lam)
    (v : n → ℝ) : (A + lam • B) *ᵥ v = b + lam • c ↔ v = regSol A B b c lam := by
  have hu : IsUnit (A + lam • B).det := by
    refine isUnit_iff_ne_zero.2 fun h => ?_
    obtain ⟨x, hx, h0⟩ := exists_mulVec_eq_zero_iff.2 h
    have h1 := congrArg (fun y => x ⬝ᵥ y) h0
    simp only [add_mulVec, smul_mulVec, dotProduct_add, dotProduct_smul, smul_eq_mul,
      dotProduct_zero] at h1
    have h2 := hA.dotProduct_mulVec_nonneg x
    have h3 := hB.dotProduct_mulVec_pos hx
    rw [star_trivial] at h2 h3
    have h4 := mul_pos hl h3
    linarith
  constructor
  · intro h
    rw [regSol, ← h, mulVec_mulVec, nonsing_inv_mul _ hu, one_mulVec]
  · rintro rfl
    rw [regSol, mulVec_mulVec, mul_nonsing_inv _ hu, one_mulVec]
```

`error_bound` is Step 5 and needs $B$ only semidefinite. Here `he` is the error equation, `h1` and `h2` are its products with $e$ and $w$, and `fA`, `fB` express positivity on $e+\lambda w$. The pattern can be reused when a quadratic-form estimate follows from a linear combination of such products: apply `congrArg (fun y => e ⬝ᵥ y)` to a vector equation, expand bilinearly with `simp only`, identify the cross terms with `form_symm`, and name the multipliers. Thus `linear_combination fA + h1 + lam * h2` is the sum formed by hand, `k2` divides by $\lambda$, and `fB + 2 * k2` is the final insertion. With `(norm := module)` the same tactic combines vector equations.

```lean
/-- For positive semidefinite `A` and `B`: if `A v0 = b` and `B v0 - c = A w`, a solution `v` of
`(A + lam B) v = b + lam c` with `lam > 0` obeys
`(v - v0)·B(v - v0) ≤ lam² w·Bw`. -/
theorem error_bound (hA : A.PosSemidef) (hB : B.PosSemidef) {v0 w v : n → ℝ}
    (h0 : A *ᵥ v0 = b) (hw : B *ᵥ v0 - c = A *ᵥ w) {lam : ℝ} (hl : 0 < lam)
    (h : (A + lam • B) *ᵥ v = b + lam • c) :
    (v - v0) ⬝ᵥ B *ᵥ (v - v0) ≤ lam ^ 2 * (w ⬝ᵥ B *ᵥ w) := by
  obtain ⟨e, rfl⟩ : ∃ e, v = v0 + e := ⟨v - v0, by abel⟩
  rw [add_sub_cancel_left]
  rw [add_mulVec, smul_mulVec, mulVec_add, mulVec_add] at h
  -- equation for the error
  have he : A *ᵥ e + lam • B *ᵥ e = -(lam • A *ᵥ w) := by
    linear_combination (norm := module) h - h0 - lam • hw
  have h1 := congrArg (fun y => e ⬝ᵥ y) he
  have h2 := congrArg (fun y => w ⬝ᵥ y) he
  simp only [dotProduct_add, dotProduct_smul, dotProduct_neg, smul_eq_mul] at h1 h2
  -- positivity of A and B on e + lam w
  have fA := hA.dotProduct_mulVec_nonneg (e + lam • w)
  have fB := hB.dotProduct_mulVec_nonneg (e + lam • w)
  simp only [star_trivial, mulVec_add, mulVec_smul, add_dotProduct, dotProduct_add,
    smul_dotProduct, dotProduct_smul, smul_eq_mul] at fA fB
  rw [form_symm hA.1 w e] at h2 fA
  rw [form_symm hB.1 w e] at h2 fB
  have k1 : lam * (e ⬝ᵥ B *ᵥ e + lam * (e ⬝ᵥ B *ᵥ w)) ≤ 0 := by
    linear_combination fA + h1 + lam * h2
  have k2 : e ⬝ᵥ B *ᵥ e + lam * (e ⬝ᵥ B *ᵥ w) ≤ 0 := by
    by_contra hc
    have := mul_pos hl (not_le.1 hc)
    linarith
  linear_combination fB + 2 * k2
```

The main theorem assumes `hA : A.PosSemidef`, `hB : B.PosDef` and `hb : ∃ u, A *ᵥ u = b`. It concludes that exactly one vector is selected and that `regSol A B b c` tends to it along `𝓝[>] 0`, the filter of $\lambda$ approaching $0$ from above. `tendsto_pi_nhds` reduces convergence to components. The vector $x$ of Step 6 comes from `decomp (A := 0)`, since for the zero matrix Step 1 says that $B$ is onto. `q` is the quadratic in $t$, used at `lam` and `-lam` for the two sides of the absolute value, and `squeeze_zero'` concludes. The statement records convergence only; the rate stated as a theorem is that of `error_bound`.

```lean
/-- For `A` positive semidefinite, `B` positive definite and `b` in the range of `A`, there is
exactly one selected solution, and the regularised solutions tend to it as `lam ↓ 0`. -/
theorem regSol_tendsto_selected [DecidableEq n] (hA : A.PosSemidef) (hB : B.PosDef)
    (hb : ∃ u, A *ᵥ u = b)
    (c : n → ℝ) : (∃! v0, IsSelected A B b c v0) ∧
      ∀ v0, IsSelected A B b c v0 → Tendsto (regSol A B b c) (𝓝[>] 0) (𝓝 v0) := by
  obtain ⟨v0, w, hv, hw⟩ := selected_exists hA.1 hB hb c
  refine ⟨⟨v0, hv, fun v h => selected_unique hB h hv⟩, fun v h => ?_⟩
  rw [selected_unique hB h hv, tendsto_pi_nhds]
  intro i
  -- x with B x the i-th unit vector reads off the i-th component
  obtain ⟨x, w', -, hx⟩ := decomp (A := 0) isHermitian_zero hB (Pi.single i 1)
  rw [zero_mulVec, add_zero] at hx
  have hC : Tendsto (fun lam : ℝ => lam * ((x ⬝ᵥ B *ᵥ x + w ⬝ᵥ B *ᵥ w) / 2)) (𝓝[>] 0) (𝓝 0) :=
    ((continuous_id.mul continuous_const).tendsto' 0 0 (by simp)).mono_left nhdsWithin_le_nhds
  rw [tendsto_iff_dist_tendsto_zero]
  refine squeeze_zero' (Eventually.of_forall fun _ => dist_nonneg) ?_ hC
  filter_upwards [self_mem_nhdsWithin] with lam hl
  have hl : 0 < lam := hl
  have he := error_bound hA hB.posSemidef hv.1 hw hl ((regularised_iff hA hB hl _).2 rfl)
  change |(regSol A B b c lam - v0) i| ≤ _
  generalize regSol A B b c lam - v0 = e at he ⊢
  have hex : e ⬝ᵥ B *ᵥ x = e i := by
    rw [← hx]
    simp
  have q : ∀ t : ℝ, 0 ≤ e ⬝ᵥ B *ᵥ e + 2 * t * e i + t ^ 2 * (x ⬝ᵥ B *ᵥ x) := by
    intro t
    have hq := hB.posSemidef.dotProduct_mulVec_nonneg (e + t • x)
    simp only [star_trivial, mulVec_add, mulVec_smul, add_dotProduct, dotProduct_add,
      smul_dotProduct, dotProduct_smul, smul_eq_mul] at hq
    rw [form_symm hB.1 x e, hex] at hq
    linear_combination hq
  refine abs_le.2 ⟨le_of_mul_le_mul_left ?_ hl, le_of_mul_le_mul_left ?_ hl⟩
  · nlinarith [q lam, he]
  · nlinarith [q (-lam), he]
```

`limit_solves` is the converse. It holds for arbitrary matrices and any convergent family of solutions, and it equates the limits `t1` and `t2` of the two sides.

```lean
/-- If solutions of the regularised equations converge to `v0` as `lam ↓ 0`, then `A v0 = b`. -/
theorem limit_solves {v : ℝ → n → ℝ} {v0 : n → ℝ}
    (h : ∀ lam, 0 < lam → (A + lam • B) *ᵥ v lam = b + lam • c)
    (hv : Tendsto v (𝓝[>] 0) (𝓝 v0)) : A *ᵥ v0 = b := by
  have hl : Tendsto (fun lam : ℝ => lam) (𝓝[>] 0) (𝓝 0) :=
    tendsto_id.mono_left nhdsWithin_le_nhds
  have hM : ∀ M : Matrix n n ℝ, Tendsto (fun lam => M *ᵥ v lam) (𝓝[>] 0) (𝓝 (M *ᵥ v0)) :=
    fun M => ((continuous_const.matrix_mulVec continuous_id).tendsto v0).comp hv
  have t1 : Tendsto (fun lam : ℝ => A *ᵥ v lam + lam • B *ᵥ v lam) (𝓝[>] 0)
      (𝓝 (A *ᵥ v0 + (0 : ℝ) • B *ᵥ v0)) := (hM A).add (hl.smul (hM B))
  have t2 : Tendsto (fun lam : ℝ => b + lam • c) (𝓝[>] 0) (𝓝 (b + (0 : ℝ) • c)) :=
    tendsto_const_nhds.add (hl.smul tendsto_const_nhds)
  have key := tendsto_nhds_unique_of_eventuallyEq t1 t2 (by
    filter_upwards [self_mem_nhdsWithin] with lam hlam
    rw [← h lam hlam, add_mulVec, smul_mulVec])
  simpa using key
```

`selected_witness` checks the small case, with components indexed 0 and 1: positivity follows from $x\cdot Ax = x_0^2$ and $x\cdot Bx = x_0^2+(x_0+x_1)^2$, and $(1,-1)$ is selected. The closed form of $v_\lambda$ above and the comments that close the text have not been through Lean.

```lean
/-- For `A = diag(1, 0)`, `B = [[2, 1], [1, 1]]`, `b = (1, 0)`, `c = 0` the positivity
conditions hold and `(1, -1)` is a selected solution. -/
theorem selected_witness :
    (!![1, 0; 0, 0] : Matrix (Fin 2) (Fin 2) ℝ).PosSemidef ∧
    (!![2, 1; 1, 1] : Matrix (Fin 2) (Fin 2) ℝ).PosDef ∧
    IsSelected (!![1, 0; 0, 0] : Matrix (Fin 2) (Fin 2) ℝ) !![2, 1; 1, 1] ![1, 0] 0 ![1, -1] := by
  refine ⟨posSemidef_iff_dotProduct_mulVec.2 ⟨IsHermitian.ext fun i j => ?_, fun x => ?_⟩,
    posDef_iff_dotProduct_mulVec.2 ⟨IsHermitian.ext fun i j => ?_, fun x hx => ?_⟩,
    ?_, fun k hk => ?_⟩
  · fin_cases i <;> fin_cases j <;> simp
  · have h : star x ⬝ᵥ (!![1, 0; 0, 0] : Matrix (Fin 2) (Fin 2) ℝ) *ᵥ x = x 0 * x 0 := by
      simp [mulVec, dotProduct, Fin.sum_univ_two]
    rw [h]
    exact mul_self_nonneg _
  · fin_cases i <;> fin_cases j <;> simp
  · have h : star x ⬝ᵥ (!![2, 1; 1, 1] : Matrix (Fin 2) (Fin 2) ℝ) *ᵥ x
        = x 0 ^ 2 + (x 0 + x 1) ^ 2 := by
      simp [mulVec, dotProduct, Fin.sum_univ_two]
      ring
    rw [h]
    by_contra hc
    have h0 : x 0 ^ 2 = 0 := le_antisymm (by nlinarith [sq_nonneg (x 0 + x 1)]) (sq_nonneg _)
    have h1 : (x 0 + x 1) ^ 2 = 0 := le_antisymm (by nlinarith [sq_nonneg (x 0)]) (sq_nonneg _)
    rw [pow_eq_zero_iff two_ne_zero] at h0 h1
    have h2 : x 1 = 0 := by linarith
    exact hx (funext (Fin.forall_fin_two.2 ⟨h0, h2⟩))
  · ext i
    fin_cases i <;> simp [mulVec, dotProduct, Fin.sum_univ_two]
  · have h0 : k 0 = 0 := by
      simpa [mulVec, dotProduct, Fin.sum_univ_two] using congrFun hk 0
    simp [dotProduct, Fin.sum_univ_two, h0]

end

end FiniteBasisOEP
```

```lean
#print axioms FiniteBasisOEP.selected_minimizes
-- 'FiniteBasisOEP.selected_minimizes' depends on axioms: [propext, Classical.choice, Quot.sound]
#print axioms FiniteBasisOEP.regSol_tendsto_selected
-- 'FiniteBasisOEP.regSol_tendsto_selected' depends on axioms: [propext, Classical.choice, Quot.sound]
#print axioms FiniteBasisOEP.limit_solves
-- 'FiniteBasisOEP.limit_solves' depends on axioms: [propext, Classical.choice, Quot.sound]
```

## Modelling and use

The regularised equation says that the gradient of $\tfrac12 v\cdot Av - v\cdot b + \lambda P(v)$ vanishes, so $\lambda$ is the weight of the smoothing term $P$. One could define $v_0$ as the minimiser of $P$ over the solutions of $Av=b$. That definition shows the smoothing interpretation directly, but the orthogonality condition would then be a consequence to be proved, for example by varying along null directions. With the choice made here the condition is linear, and strict minimality follows in `selected_minimizes`.

At a fixed $\lambda>0$ the matrix $A+\lambda B$ is positive definite, so the regularised equation can be solved by Cholesky factorisation. A gradient penalty $B_{ij}=\int\nabla g_i\cdot\nabla g_j$ is positive definite provided the domain is connected and $\sum_i v_i g_i$ is constant (zero included) only when all $v_i$ vanish. Discarding the zero eigenvalues of $A$ gives the solution of least Euclidean norm, the case of identity $B$ and $c=0$; in the small case this is $(1,0)$ and not $(1,-1)$. Small nonzero eigenvalues of $A$ can make $w\cdot Bw$ large, so the bound may be informative only at very small $\lambda$. A part of $b$ outside the range of $A$ is amplified: $b=(1,\eta)$ with $\eta\neq0$ in the small case gives $p+q=\eta/\lambda$.
